# If a real non-symmetric two-state Hamiltonian has two distinct real energies, its lower diagonal element lies below both exactly when the second-order correction to it is positive

Let $M$ be a real $2\times2$ matrix, not assumed symmetric. It stands for a similarity-transformed (transcorrelated) Hamiltonian in an orthonormal basis of a reference state, index 0, and one excited state, index 1. The reference energy is $M_{00}$.

```lean
import Mathlib

open Matrix

namespace TranscorrelatedPerturbation

noncomputable section

/-- The number `E` is an energy of the two-state Hamiltonian `M`: some nonzero state `v`
satisfies `M v = E v`. -/
def IsEnergy (M : Matrix (Fin 2) (Fin 2) ℝ) (E : ℝ) : Prop :=
  ∃ v : Fin 2 → ℝ, v ≠ 0 ∧ M *ᵥ v = E • v
```

`IsEnergy M E` says that $Mv=Ev$ for some real vector $v\neq0$. In Lean, `Fin 2` is the index set $\{0,1\}$, `*ᵥ` applies a matrix to a vector, and `•` multiplies by a scalar.

```lean
/-- The second-order energy `-M₀₁ M₁₀ / (M₁₁ - M₀₀)` of the reference state `0`,
for `M₀₀ ≠ M₁₁`. -/
def secondOrder (M : Matrix (Fin 2) (Fin 2) ℝ) : ℝ :=
  -(M 0 1 * M 1 0) / (M 1 1 - M 0 0)
```

This is the second-order energy
$$E^{(2)}=-\frac{M_{01}M_{10}}{M_{11}-M_{00}},$$
with the diagonal of $M$ as zeroth-order Hamiltonian and the off-diagonal part as perturbation. The formula is taken as a definition; no perturbation series is derived.

## The secular equation and the trace

```lean
/-- Every energy `E` of a two-state Hamiltonian satisfies the secular equation
`(M₀₀ - E)(M₁₁ - E) = M₀₁ M₁₀`. -/
theorem secular_equation {M : Matrix (Fin 2) (Fin 2) ℝ} {E : ℝ} (h : IsEnergy M E) :
    (M 0 0 - E) * (M 1 1 - E) = M 0 1 * M 1 0 := by
  obtain ⟨v, hv, h⟩ := h
  have h0 := congrFun h 0
  have h1 := congrFun h 1
  simp only [Matrix.mulVec, dotProduct, Fin.sum_univ_two, Pi.smul_apply, smul_eq_mul] at h0 h1
  by_contra hne
  have hd : (M 0 0 - E) * (M 1 1 - E) - M 0 1 * M 1 0 ≠ 0 := sub_ne_zero.2 hne
  -- eliminating one amplitude shows that the other one vanishes
  have e0 : ((M 0 0 - E) * (M 1 1 - E) - M 0 1 * M 1 0) * v 0 = 0 := by
    linear_combination (M 1 1 - E) * h0 - M 0 1 * h1
  have e1 : ((M 0 0 - E) * (M 1 1 - E) - M 0 1 * M 1 0) * v 1 = 0 := by
    linear_combination (M 0 0 - E) * h1 - M 1 0 * h0
  have v0 : v 0 = 0 := (mul_eq_zero.1 e0).resolve_left hd
  have v1 : v 1 = 0 := (mul_eq_zero.1 e1).resolve_left hd
  apply hv
  ext i
  fin_cases i
  · simpa using v0
  · simpa using v1
```

Every energy satisfies $(M_{00}-E)(M_{11}-E)=M_{01}M_{10}$. By hand, write the eigenvalue equation in components:
$$(M_{00}-E)v_0+M_{01}v_1=0,\qquad M_{10}v_0+(M_{11}-E)v_1=0.$$
Multiply the first by $M_{11}-E$ and subtract $M_{01}$ times the second. This gives $d\,v_0=0$ with $d=(M_{00}-E)(M_{11}-E)-M_{01}M_{10}$. Eliminating $v_0$ instead gives $d\,v_1=0$. Since $v\neq0$, $d=0$.

Lean supposes $d\neq0$ and finds $v=0$, a contradiction. The two eliminations are `e0` and `e1`; `linear_combination` checks that the stated combination of equations gives the goal.

```lean
/-- Two distinct energies of a two-state Hamiltonian add up to its trace. -/
theorem energies_add {M : Matrix (Fin 2) (Fin 2) ℝ} {E₀ E₁ : ℝ}
    (h₀ : IsEnergy M E₀) (h₁ : IsEnergy M E₁) (hne : E₀ ≠ E₁) :
    E₀ + E₁ = M 0 0 + M 1 1 := by
  have s₀ := secular_equation h₀
  have s₁ := secular_equation h₁
  apply mul_left_cancel₀ (sub_ne_zero.2 hne)
  linear_combination s₀ - s₁
```

Subtracting the secular equations for $E_0$ and $E_1$ gives
$$(E_0-E_1)(E_0+E_1-M_{00}-M_{11})=0.$$
The first factor is nonzero, so $E_0+E_1=M_{00}+M_{11}$. The cancellation is `mul_left_cancel₀`.

## The sign of the second-order energy

```lean
/-- Let a two-state Hamiltonian have energies `E₀ < E₁` and diagonal elements `M₀₀ < M₁₁`.
The reference energy `M₀₀` lies below `E₀` exactly when `M₀₁ M₁₀ < 0`, and this holds exactly
when the second-order energy is positive. -/
theorem reference_below_exact_iff {M : Matrix (Fin 2) (Fin 2) ℝ} {E₀ E₁ : ℝ}
    (h₀ : IsEnergy M E₀) (h₁ : IsEnergy M E₁) (hE : E₀ < E₁) (hM : M 0 0 < M 1 1) :
    (M 0 0 < E₀ ↔ M 0 1 * M 1 0 < 0) ∧ (M 0 1 * M 1 0 < 0 ↔ 0 < secondOrder M) := by
  have ht := energies_add h₀ h₁ hE.ne
  have hs := secular_equation h₀
  -- since `M₀₀ < M₁₁`, the reference lies below the upper energy
  have hpos : 0 < E₁ - M 0 0 := by linarith
  have key : (M 0 0 - E₀) * (E₁ - M 0 0) = M 0 1 * M 1 0 := by
    linear_combination hs + (M 0 0 - E₀) * ht
  have hD : 0 < M 1 1 - M 0 0 := sub_pos.2 hM
  refine ⟨⟨fun h => ?_, fun h => ?_⟩, ⟨fun h => ?_, fun h => ?_⟩⟩
  · rw [← key]
    exact mul_neg_of_neg_of_pos (sub_neg.2 h) hpos
  · by_contra hc
    have hn : 0 ≤ (M 0 0 - E₀) * (E₁ - M 0 0) :=
      mul_nonneg (sub_nonneg.2 (not_lt.1 hc)) hpos.le
    linarith
  · exact div_pos (by linarith) hD
  · by_contra hc
    have hn : secondOrder M ≤ 0 :=
      div_nonpos_of_nonpos_of_nonneg (by linarith) hD.le
    linarith
```

The hypotheses are two real energies $E_0<E_1$ and $M_{00}<M_{11}$. The conclusion is a pair of equivalences:
$$M_{00}<E_0\iff M_{01}M_{10}<0\iff E^{(2)}>0.$$

From the trace, $2M_{00}<M_{00}+M_{11}=E_0+E_1<2E_1$, so $E_1-M_{00}>0$ (`hpos`). The trace also gives $M_{11}-E_0=E_1-M_{00}$, which turns the secular equation for $E_0$ into `key`:
$$(M_{00}-E_0)(E_1-M_{00})=M_{01}M_{10}.$$
The second factor is positive, so $M_{00}-E_0$ and $M_{01}M_{10}$ have the same sign. Dividing $-M_{01}M_{10}$ by the positive gap $M_{11}-M_{00}$ gives the second equivalence. Lean proves the four implications separately, and `linarith` handles the linear inequalities.

In this two-state model, then, a transcorrelated reference energy below the exact one goes with a positive second-order correction.

## The error of second order

```lean
/-- For `M₀₀ ≠ M₁₁` and any energy `E`, the exact shift `E - M₀₀` is the second-order energy
plus the remainder `(E - M₀₀)² / (M₁₁ - M₀₀)`. -/
theorem exact_shift_eq {M : Matrix (Fin 2) (Fin 2) ℝ} {E : ℝ}
    (h : IsEnergy M E) (hM : M 0 0 ≠ M 1 1) :
    E - M 0 0 = secondOrder M + (E - M 0 0) ^ 2 / (M 1 1 - M 0 0) := by
  have hs := secular_equation h
  have hD : M 1 1 - M 0 0 ≠ 0 := sub_ne_zero.2 hM.symm
  unfold secondOrder
  rw [← add_div, eq_div_iff hD]
  linear_combination (-1) * hs
```

Put $x=E-M_{00}$ and $D=M_{11}-M_{00}\neq0$. The secular equation reads $-x(D-x)=M_{01}M_{10}$, so $xD=-M_{01}M_{10}+x^2$. Division by $D$ gives
$$x=E^{(2)}+\frac{x^2}{D}.$$
This is an identity for the error of second order, not a solution for $E$, which appears on both sides.

```lean
/-- If `M₀₀ < M₁₁` and `M₀₁ M₁₀ ≠ 0`, the second-order energy lies strictly below the exact
shift `E - M₀₀` of any energy `E`. -/
theorem secondOrder_lt_exact_shift {M : Matrix (Fin 2) (Fin 2) ℝ} {E : ℝ}
    (h : IsEnergy M E) (hM : M 0 0 < M 1 1) (hc : M 0 1 * M 1 0 ≠ 0) :
    secondOrder M < E - M 0 0 := by
  have hx : E - M 0 0 ≠ 0 := by
    intro hx
    apply hc
    rw [← secular_equation h]
    linear_combination (-(M 1 1 - E)) * hx
  have hr : 0 < (E - M 0 0) ^ 2 / (M 1 1 - M 0 0) :=
    div_pos (pow_pos_of_ne hx) (sub_pos.2 hM)
  have he := exact_shift_eq h hM.ne
  linarith
where
  pow_pos_of_ne {x : ℝ} (hx : x ≠ 0) : 0 < x ^ 2 := by positivity
```

If $M_{01}M_{10}\neq0$, the secular equation excludes $x=0$. With $D>0$ the remainder is then positive, so $E^{(2)}<E-M_{00}$ for either energy. For the lower of two distinct energies, second order therefore overestimates the lowering from $M_{00}$ when $M_{01}M_{10}>0$, as in the symmetric case, and underestimates the rise when $M_{01}M_{10}<0$.

## Symmetric and non-symmetric examples

```lean
/-- For a symmetric two-state Hamiltonian with energies `E₀ < E₁` and `M₀₀ < M₁₁`, the
reference energy is never below `E₀`. -/
theorem symmetric_reference_above {M : Matrix (Fin 2) (Fin 2) ℝ} {E₀ E₁ : ℝ}
    (h₀ : IsEnergy M E₀) (h₁ : IsEnergy M E₁) (hE : E₀ < E₁) (hM : M 0 0 < M 1 1)
    (hS : M.IsSymm) : E₀ ≤ M 0 0 := by
  by_contra hc
  have hneg := (reference_below_exact_iff h₀ h₁ hE hM).1.1 (not_le.1 hc)
  have hsym : M 1 0 = M 0 1 := hS.apply 0 1
  rw [hsym] at hneg
  exact absurd hneg (not_lt.2 (mul_self_nonneg _))
```

For symmetric $M$, $M_{01}M_{10}=M_{01}^2\ge0$, so the main theorem rules out $M_{00}<E_0$. This is the variational bound in the case $M_{00}<M_{11}$. For symmetric $M$ the bound holds without that condition; a non-symmetric $M$ can violate it.

```lean
/-- The matrix with rows `(0, 1)` and `(-2, 3)` is a similarity transform of `diag(1, 2)`. It has
the energies `1` and `2`. -/
theorem reference_below_exact_witness :
    (!![1, 1; 1, 2] * !![2, -1; -1, 1] : Matrix (Fin 2) (Fin 2) ℝ) = 1 ∧
    (!![1, 1; 1, 2] * !![1, 0; 0, 2] * !![2, -1; -1, 1] : Matrix (Fin 2) (Fin 2) ℝ)
      = !![0, 1; -2, 3] ∧
    IsEnergy !![0, 1; -2, 3] 1 ∧ IsEnergy !![0, 1; -2, 3] 2 := by
  refine ⟨?_, ?_, ⟨![1, 1], ?_, ?_⟩, ⟨![1, 2], ?_, ?_⟩⟩
  · ext i j
    fin_cases i <;> fin_cases j <;> norm_num [Matrix.mul_apply, Fin.sum_univ_two]
  · ext i j
    fin_cases i <;> fin_cases j <;> norm_num [Matrix.mul_apply, Fin.sum_univ_two]
  · intro h
    simpa using congrFun h 0
  · ext i
    fin_cases i <;> norm_num [Matrix.mulVec, dotProduct, Fin.sum_univ_two]
  · intro h
    simpa using congrFun h 0
  · ext i
    fin_cases i <;> norm_num [Matrix.mulVec, dotProduct, Fin.sum_univ_two]
```

The first equation shows that the outer two matrices are inverse to each other; the second transforms $\mathrm{diag}(1,2)$ into
$$M=\begin{pmatrix}0&1\\-2&3\end{pmatrix}.$$
The eigenvectors, normalised, are $(1,1)/\sqrt2$ for energy 1 and $(1,2)/\sqrt5$ for energy 2. The reference energy $M_{00}=0$ lies below both energies.

Here $M_{01}M_{10}=-2$ and the gap is 3, so $E^{(2)}=2/3$. The exact shift to $E_0=1$ is 1, and the remainder is $1^2/3=1/3$: indeed $2/3+1/3=1$.

```lean
/-- The matrix with rows `(3, -2)` and `(1, 0)` has the energies `1` and `2` and `M₀₁ M₁₀ < 0`, yet
its reference energy `3` is not below `1`. -/
theorem diagonal_order_needed :
    IsEnergy !![3, -2; 1, 0] 1 ∧ IsEnergy !![3, -2; 1, 0] 2 ∧
    (-2 : ℝ) * 1 < 0 ∧ ¬ (3 : ℝ) < 1 := by
  refine ⟨⟨![1, 1], ?_, ?_⟩, ⟨![2, 1], ?_, ?_⟩, by norm_num, by norm_num⟩
  · intro h
    simpa using congrFun h 0
  · ext i
    fin_cases i <;> norm_num [Matrix.mulVec, dotProduct, Fin.sum_univ_two]
  · intro h
    simpa using congrFun h 0
  · ext i
    fin_cases i <;> norm_num [Matrix.mulVec, dotProduct, Fin.sum_univ_two]

end

end TranscorrelatedPerturbation
```

Exchanging the two basis states makes the reference energy 3, now the larger diagonal element. The energies are still 1 and 2, with normalised eigenvectors $(1,1)/\sqrt2$ and $(2,1)/\sqrt5$, and $M_{01}M_{10}=-2$ is still negative, but $3$ is not below $1$. The first equivalence needs only $M_{00}\le E_1$, which $M_{00}<M_{11}$ guarantees and which fails here.

```lean
#print axioms TranscorrelatedPerturbation.reference_below_exact_iff
#print axioms TranscorrelatedPerturbation.secondOrder_lt_exact_shift
#print axioms TranscorrelatedPerturbation.symmetric_reference_above
#print axioms TranscorrelatedPerturbation.diagonal_order_needed
```

```
'TranscorrelatedPerturbation.reference_below_exact_iff' depends on axioms: [propext, Classical.choice, Quot.sound]
'TranscorrelatedPerturbation.secondOrder_lt_exact_shift' depends on axioms: [propext, Classical.choice, Quot.sound]
'TranscorrelatedPerturbation.symmetric_reference_above' depends on axioms: [propext, Classical.choice, Quot.sound]
'TranscorrelatedPerturbation.diagonal_order_needed' depends on axioms: [propext, Classical.choice, Quot.sound]
```
